# Fermionic states of zero seniority are spin singlets

Q: Before any theorem, tell me what the symbols are. What counts as an electron here?

A: A mode $i$ has an annihilation operator $a_i$, represented by a finite complex square matrix, and $a_i^\dagger$ is its conjugate transpose, written `ᴴ` in Lean. For the spin results a mode is a pair $(p,s)$ of a spatial orbital $p$, from a finite set `P`, and a spin $s$, with `true` for up and `false` for down. States $\psi$ are vectors `m → ℂ`, where the finite set `m` labels the basis states, and need not be normalised.

```lean
import Mathlib

open Matrix
open scoped ComplexOrder

namespace SenioritySinglet

noncomputable section

variable {ι P m : Type*} [DecidableEq ι] [Fintype P] [DecidableEq P]
  [Fintype m] [DecidableEq m]
```

The physics enters through one hypothesis, `IsCAR a`:
$$a_ia_j+a_ja_i=0,\qquad a_ia_j^\dagger+a_j^\dagger a_i=\delta_{ij}.$$
These relations stand for Fermi statistics in orthonormal spin orbitals. They are assumed of the matrices, and no particular Fock space is built in.

```lean
/-- The canonical anticommutation relations for a family of annihilation matrices. -/
structure IsCAR (a : ι → Matrix m m ℂ) : Prop where
  anti : ∀ i j, a i * a j + a j * a i = 0
  car : ∀ i j, a i * (a j)ᴴ + (a j)ᴴ * a i = if i = j then 1 else 0
```

The number operator is $n_i=a_i^\dagger a_i$.

```lean
/-- The number operator of mode `i`. -/
def num (a : ι → Matrix m m ℂ) (i : ι) : Matrix m m ℂ := (a i)ᴴ * a i
```

Q: And seniority?

A: It counts singly occupied orbitals. Write $D_p=n_{p\uparrow}-n_{p\downarrow}$ for `spinPol a p` and $\Omega_p=n_{p\uparrow}+n_{p\downarrow}-2n_{p\uparrow}n_{p\downarrow}$ for `unpaired a p`. The seniority is $\Omega=\sum_p\Omega_p$.

```lean
/-- The difference of the up (`true`) and down (`false`) number operators of orbital `p`. -/
def spinPol (a : P × Bool → Matrix m m ℂ) (p : P) : Matrix m m ℂ :=
  num a (p, true) - num a (p, false)

/-- The seniority term of orbital `p`: `n_up + n_down - 2 n_up n_down`. -/
def unpaired (a : P × Bool → Matrix m m ℂ) (p : P) : Matrix m m ℂ :=
  num a (p, true) + num a (p, false) - 2 • (num a (p, true) * num a (p, false))

/-- The seniority operator, the sum of the seniority terms of all orbitals. -/
def seniority (a : P × Bool → Matrix m m ℂ) : Matrix m m ℂ := ∑ p, unpaired a p
```

Q: Are the spin operators the usual ones?

A: Yes, with $\hbar=1$: $S_+=\sum_p a_{p\uparrow}^\dagger a_{p\downarrow}$, $S_-=\sum_p a_{p\downarrow}^\dagger a_{p\uparrow}$ and $S_z=\tfrac12\sum_p D_p$. They are the total spin only if up and down share the same spatial orbital $p$. With different orbitals for different spins, as in an unrestricted determinant, overlap factors would enter $S_\pm$, and the two sums above would not be the physical raising and lowering operators; $S_z$ would keep its form.

```lean
/-- The total spin raising operator. -/
def Splus (a : P × Bool → Matrix m m ℂ) : Matrix m m ℂ :=
  ∑ p, (a (p, true))ᴴ * a (p, false)

/-- The total spin lowering operator. -/
def Sminus (a : P × Bool → Matrix m m ℂ) : Matrix m m ℂ :=
  ∑ p, (a (p, false))ᴴ * a (p, true)

/-- The z component of the total spin, in units of the reduced Planck constant. -/
def Sz (a : P × Bool → Matrix m m ℂ) : Matrix m m ℂ := (1 / 2 : ℂ) • ∑ p, spinPol a p
```

Q: You never assumed that occupations are 0 or 1. Where does that come from?

A: From the relations. Setting $i=j$ in the first gives $2a_i^2=0$, hence $a_i^2=0$; Lean divides by two entry by entry.

```lean
/-- Pauli principle: annihilating twice in the same mode gives zero. -/
theorem IsCAR.sq_zero {a : ι → Matrix m m ℂ} (h : IsCAR a) (i : ι) : a i * a i = 0 := by
  ext k l
  have e := congrFun (congrFun (h.anti i i) k) l
  simp only [Matrix.add_apply, Matrix.zero_apply] at e ⊢
  linear_combination e / 2
```

Then
$$n_i^2=a_i^\dagger(a_ia_i^\dagger)a_i=a_i^\dagger(1-a_i^\dagger a_i)a_i=n_i-a_i^\dagger a_i^\dagger a_ia_i=n_i.$$
The `linear_combination` line multiplies the known relations by the same factors as this calculation, and `noncomm_ring` checks that what remains cancels without reordering matrices.

```lean
/-- The number operator of a fermionic mode is idempotent. -/
theorem IsCAR.num_idem {a : ι → Matrix m m ℂ} (h : IsCAR a) (i : ι) :
    num a i * num a i = num a i := by
  have hc := (h.car i i).trans (if_pos rfl)
  have hs := h.sq_zero i
  unfold num
  linear_combination (norm := noncomm_ring) (a i)ᴴ * hc * a i - (a i)ᴴ * (a i)ᴴ * hs
```

For $i\neq j$, two sign changes cancel: $n_ia_j=-a_i^\dagger a_ja_i=a_ja_i^\dagger a_i=a_jn_i$. Taking adjoints gives the same for $a_j^\dagger$. Number operators of different modes therefore commute.

```lean
/-- A number operator commutes with the annihilator and the creator of any other mode. -/
theorem IsCAR.num_commute {a : ι → Matrix m m ℂ} (h : IsCAR a) {i j : ι} (hij : i ≠ j) :
    Commute (num a i) (a j) ∧ Commute (num a i) (a j)ᴴ := by
  have h1 := h.anti i j
  have h2 := (h.car j i).trans (if_neg hij.symm)
  have e : num a i * a j = a j * num a i := by
    unfold num
    linear_combination (norm := noncomm_ring) (a i)ᴴ * h1 - h2 * a i
  refine ⟨e, ?_⟩
  -- the creator follows by taking adjoints
  have e' := congrArg Matrix.conjTranspose e
  simp only [num, Matrix.conjTranspose_mul, Matrix.conjTranspose_conjTranspose] at e'
  exact e'.symm
```

Q: Why should a vanishing expectation value say anything about the state? An indefinite operator can average to zero.

A: $\Omega$ is not indefinite. Since the number operators are idempotent and commute,
$$D_p^2=n_{p\uparrow}+n_{p\downarrow}-2n_{p\uparrow}n_{p\downarrow}=\Omega_p.$$

```lean
omit [Fintype P] in
/-- The seniority term of an orbital is the square of `n_up - n_down`. -/
theorem IsCAR.unpaired_eq_sq {a : P × Bool → Matrix m m ℂ} (h : IsCAR a) (p : P) :
    unpaired a p = spinPol a p * spinPol a p := by
  have hu := h.num_idem (p, true)
  have hd := h.num_idem (p, false)
  have c := h.num_commute (i := (p, true)) (j := (p, false)) (by simp)
  have hc : num a (p, true) * num a (p, false) = num a (p, false) * num a (p, true) :=
    (c.2.mul_right c.1).eq
  unfold unpaired spinPol
  linear_combination (norm := noncomm_ring) -hu - hd - hc
```

Each $\Omega_p$ is in fact a projector. It is Hermitian because $D_p$ is. Expanding the product gives
$$\Omega_pD_p=n_{p\uparrow}-n_{p\downarrow}-2n_{p\uparrow}n_{p\downarrow}+2n_{p\uparrow}n_{p\downarrow}=D_p,$$
which is `hD` in the code, so $\Omega_p^2=\Omega_pD_pD_p=D_p^2=\Omega_p$. Terms of different orbitals commute because their number operators do.

```lean
omit [Fintype P] in
/-- The seniority terms are orthogonal projectors (Hermitian and idempotent), and they
commute with each other. -/
theorem IsCAR.unpaired_projectors {a : P × Bool → Matrix m m ℂ} (h : IsCAR a) :
    (∀ p, (unpaired a p)ᴴ = unpaired a p ∧ unpaired a p * unpaired a p = unpaired a p) ∧
      ∀ p q, Commute (unpaired a p) (unpaired a q) := by
  refine ⟨fun p => ⟨?_, ?_⟩, fun p q => ?_⟩
  · rw [h.unpaired_eq_sq]
    simp [spinPol, num]
  · have hu := h.num_idem (p, true)
    have hd := h.num_idem (p, false)
    have c := h.num_commute (i := (p, true)) (j := (p, false)) (by simp)
    have hc : num a (p, true) * num a (p, false) = num a (p, false) * num a (p, true) :=
      (c.2.mul_right c.1).eq
    -- the projector acts as the identity on `n_up - n_down`
    have hD : unpaired a p * spinPol a p = spinPol a p := by
      unfold unpaired spinPol
      linear_combination (norm := noncomm_ring) hu - hd - hc
        + num a (p, true) * hd + num a (p, true) * hd
        + num a (p, true) * hc + num a (p, true) * hc
        - hu * num a (p, false) - hu * num a (p, false)
    calc unpaired a p * unpaired a p
        = unpaired a p * (spinPol a p * spinPol a p) := by rw [← h.unpaired_eq_sq]
      _ = unpaired a p * spinPol a p * spinPol a p := by rw [mul_assoc]
      _ = unpaired a p := by rw [hD, ← h.unpaired_eq_sq]
  · by_cases hpq : p = q
    · subst hpq
      exact Commute.refl _
    · have c : ∀ s t, Commute (num a (p, s)) (num a (q, t)) := fun s t =>
        have c' := h.num_commute (i := (p, s)) (j := (q, t)) (by simp [hpq])
        c'.2.mul_right c'.1
      have d : Commute (spinPol a p) (spinPol a q) :=
        ((c _ _).sub_right (c _ _)).sub_left ((c _ _).sub_right (c _ _))
      rw [h.unpaired_eq_sq, h.unpaired_eq_sq]
      exact (d.mul_right d).mul_left (d.mul_right d)
```

Q: Equal up and down occupation gives $S_z\psi=0$. But a triplet also has an $S_z=0$ component. What excludes it?

A: The spin flips do. For $i\neq j$, moving a particle from $j$ to $i$ requires $j$ filled and $i$ empty:
$$a_i^\dagger a_j(n_j-n_i)=a_i^\dagger a_j.$$
To see this, note first that $a_jn_j=(1-a_j^\dagger a_j)a_j=a_j$. Next, $a_i^\dagger a_jn_i=a_i^\dagger a_ja_i^\dagger a_i=-a_i^\dagger a_i^\dagger a_ja_i=0$. Subtracting gives the identity.

```lean
/-- Moving a particle from mode `j` to a different mode `i` only acts on the part of the
state where `j` is filled and `i` is empty. -/
theorem IsCAR.transfer {a : ι → Matrix m m ℂ} (h : IsCAR a) {i j : ι} (hij : i ≠ j) :
    (a i)ᴴ * a j * (num a j - num a i) = (a i)ᴴ * a j := by
  have hj := (h.car j j).trans (if_pos rfl)
  have hji := (h.car j i).trans (if_neg hij.symm)
  have sj := h.sq_zero j
  have si : (a i)ᴴ * (a i)ᴴ = 0 := by
    rw [← Matrix.conjTranspose_mul, h.sq_zero, Matrix.conjTranspose_zero]
  unfold num
  linear_combination (norm := noncomm_ring) (a i)ᴴ * hj * a j - (a i)ᴴ * (a j)ᴴ * sj
    - (a i)ᴴ * hji * a i + si * a j * a i
```

Q: Then connect this to the expectation value.

A: Because $D_p$ is Hermitian,
$$\psi^\dagger\Omega\psi=\sum_p\psi^\dagger D_p^2\psi=\sum_p\|D_p\psi\|^2.$$
A sum of non-negative terms vanishes exactly when every term does, so $\psi^\dagger\Omega\psi=0$ is equivalent to $n_{p\uparrow}\psi=n_{p\downarrow}\psi$ for every $p$. In Lean, `hs` proves the sum of squares by induction over finite sets of orbitals, and `Finset.sum_eq_zero_iff_of_nonneg` separates the terms.

```lean
/-- The seniority expectation value vanishes exactly when the up and down number operators
of every orbital act equally on the state. -/
theorem IsCAR.seniority_zero_iff {a : P × Bool → Matrix m m ℂ} (h : IsCAR a) (ψ : m → ℂ) :
    star ψ ⬝ᵥ (seniority a *ᵥ ψ) = 0 ↔
      ∀ p, num a (p, true) *ᵥ ψ = num a (p, false) *ᵥ ψ := by
  have herm : ∀ p, (spinPol a p)ᴴ = spinPol a p := fun p => by simp [spinPol, num]
  -- the expectation value is a sum of squared norms
  have hs : ∀ s : Finset P, star ψ ⬝ᵥ ((∑ p ∈ s, unpaired a p) *ᵥ ψ) =
      ∑ p ∈ s, star (spinPol a p *ᵥ ψ) ⬝ᵥ (spinPol a p *ᵥ ψ) := by
    intro s
    induction s using Finset.induction_on with
    | empty => simp
    | insert q s hq ih =>
      rw [Finset.sum_insert hq, Finset.sum_insert hq, Matrix.add_mulVec, dotProduct_add, ih,
        h.unpaired_eq_sq, Matrix.star_mulVec, ← Matrix.dotProduct_mulVec, herm q,
        Matrix.mulVec_mulVec]
  rw [seniority, hs, Finset.sum_eq_zero_iff_of_nonneg
    (fun p _ => dotProduct_star_self_nonneg _)]
  simp only [Finset.mem_univ, forall_true_left, dotProduct_star_self_eq_zero, spinPol,
    Matrix.sub_mulVec, sub_eq_zero]
```

Now $D_p\psi=0$ for all $p$, and the transfer identity gives
$$a_{p\uparrow}^\dagger a_{p\downarrow}\psi=a_{p\uparrow}^\dagger a_{p\downarrow}(n_{p\downarrow}-n_{p\uparrow})\psi=0.$$
The reverse flip vanishes in the same way. Summing over $p$ gives $S_+\psi=S_-\psi=S_z\psi=0$; the local lemma `key` does the summing. This is what "singlet" means in the theorem, and the zero vector satisfies it trivially.

```lean
/-- Seniority-zero states are singlets: if the seniority expectation value vanishes, the
state is annihilated by `S+`, `S-` and `Sz`. -/
theorem IsCAR.singlet_of_seniority_zero {a : P × Bool → Matrix m m ℂ} (h : IsCAR a)
    (ψ : m → ℂ) (hψ : star ψ ⬝ᵥ (seniority a *ᵥ ψ) = 0) :
    Splus a *ᵥ ψ = 0 ∧ Sminus a *ᵥ ψ = 0 ∧ Sz a *ᵥ ψ = 0 := by
  have H := (h.seniority_zero_iff ψ).1 hψ
  -- it suffices that every orbital contributes zero
  have key : ∀ A : P → Matrix m m ℂ, (∀ p, A p *ᵥ ψ = 0) → (∑ p, A p) *ᵥ ψ = 0 :=
    fun A hA => Finset.sum_induction A (fun M => M *ᵥ ψ = 0)
      (fun M N hM hN => by rw [Matrix.add_mulVec, hM, hN, add_zero])
      (Matrix.zero_mulVec ψ) (fun p _ => hA p)
  refine ⟨key _ fun p => ?_, key _ fun p => ?_, ?_⟩
  · rw [← h.transfer (by simp), ← Matrix.mulVec_mulVec, Matrix.sub_mulVec, H p, sub_self,
      Matrix.mulVec_zero]
  · rw [← h.transfer (by simp), ← Matrix.mulVec_mulVec, Matrix.sub_mulVec, H p, sub_self,
      Matrix.mulVec_zero]
  · rw [Sz, Matrix.smul_mulVec, key _ fun p => by
      rw [spinPol, Matrix.sub_mulVec, H p, sub_self], smul_zero]
```

Q: Does the converse hold?

A: No. Two electrons in two different orbitals, coupled to an open-shell singlet, have seniority 2 in these orbitals. Seniority, unlike spin, depends on the choice of orbitals.

Q: So spin and seniority are distinct labels. Can a state carry both?

A: They are compatible: $\Omega$ commutes with $S_+$ and $S_-$ as matrices, hence on every state. Take one orbital and let $F=a_{p\uparrow}^\dagger a_{p\downarrow}$. The transfer identity reads $FD_p=-F$, and the adjoint of its reversed-spin version reads $D_pF=F$. Applying each twice gives $F\Omega_p=F=\Omega_pF$. Flips in other orbitals commute with $\Omega_p$ because they involve other modes. For $S_-$, the code takes the adjoint of the whole relation, using $\Omega^\dagger=\Omega$ and $S_+^\dagger=S_-$.

```lean
/-- The seniority operator commutes with the total spin raising and lowering operators. -/
theorem IsCAR.seniority_commute_spin {a : P × Bool → Matrix m m ℂ} (h : IsCAR a) :
    Commute (seniority a) (Splus a) ∧ Commute (seniority a) (Sminus a) := by
  have hp : Commute (seniority a) (Splus a) := by
    refine Commute.sum_left _ _ _ fun q _ => Commute.sum_right _ _ _ fun p _ => ?_
    rw [h.unpaired_eq_sq]
    by_cases hqp : q = p
    · subst hqp
      -- within one orbital the flip is unchanged by the projector on either side
      have hr := h.transfer (i := (q, true)) (j := (q, false)) (by simp)
      have hl := congrArg Matrix.conjTranspose
        (h.transfer (i := (q, false)) (j := (q, true)) (by simp))
      have hn : ∀ i, (num a i)ᴴ = num a i := fun i => by simp [num]
      simp only [Matrix.conjTranspose_mul, Matrix.conjTranspose_sub,
        Matrix.conjTranspose_conjTranspose, hn] at hl
      unfold Commute SemiconjBy spinPol
      linear_combination (norm := noncomm_ring)
        (num a (q, true) - num a (q, false)) * hl + hl
        - hr * (num a (q, false) - num a (q, true)) - hr
    · have c : ∀ s, Commute (num a (q, s)) ((a (p, true))ᴴ * a (p, false)) := fun s =>
        (h.num_commute (by simp [hqp])).2.mul_right (h.num_commute (by simp [hqp])).1
      have d : Commute (spinPol a q) ((a (p, true))ᴴ * a (p, false)) :=
        (c true).sub_left (c false)
      exact d.mul_left d
  refine ⟨hp, ?_⟩
  -- the lowering operator is the adjoint of the raising operator
  have hO : (seniority a)ᴴ = seniority a := by
    rw [seniority, Matrix.conjTranspose_sum]
    exact Finset.sum_congr rfl fun p _ => (h.unpaired_projectors.1 p).1
  have hS : (Splus a)ᴴ = Sminus a := by
    simp [Splus, Sminus, Matrix.conjTranspose_sum]
  have e := congrArg Matrix.conjTranspose hp.eq
  rw [Matrix.conjTranspose_mul, Matrix.conjTranspose_mul, hO, hS] at e
  exact e.symm
```

Q: Could your assumptions be so strict that no matrices meet them?

A: One orbital already provides an example, with $4\times4$ matrices in the basis empty, down, up, double.

```lean
/-- Annihilation matrices of a single spatial orbital, in the basis empty, down, up, double. -/
def oneOrbital (i : Unit × Bool) : Matrix (Fin 4) (Fin 4) ℂ :=
  if i.2 then !![0, 0, 1, 0; 0, 0, 0, 1; 0, 0, 0, 0; 0, 0, 0, 0]
  else !![0, 1, 0, 0; 0, 0, 0, 0; 0, 0, 0, -1; 0, 0, 0, 0]
```

The test state is `![1, 0, 0, 1]`, which after normalisation is $(|0\rangle+|{\uparrow\downarrow}\rangle)/\sqrt2$. It has no definite particle number, and the theorem does not ask for one. The proof checks the relations entry by entry, then uses the equivalence above to reduce zero seniority to equal action of the two number operators.

```lean
/-- The one-orbital matrices satisfy the anticommutation relations, and the equal
superposition of the empty and the doubly occupied state has seniority expectation zero. -/
theorem oneOrbital_witness : IsCAR oneOrbital ∧
    star ![1, 0, 0, 1] ⬝ᵥ (seniority oneOrbital *ᵥ ![1, 0, 0, 1]) = 0 := by
  have h : IsCAR oneOrbital := by
    constructor
    · rintro ⟨⟨⟩, s⟩ ⟨⟨⟩, t⟩
      cases s <;> cases t <;> ext k l <;> fin_cases k <;> fin_cases l <;>
        simp [oneOrbital]
    · rintro ⟨⟨⟩, s⟩ ⟨⟨⟩, t⟩
      cases s <;> cases t <;> ext k l <;>
        simp only [Matrix.add_apply, Matrix.mul_apply, Matrix.conjTranspose_apply,
          Fin.sum_univ_four] <;>
        fin_cases k <;> fin_cases l <;> simp [oneOrbital]
  refine ⟨h, (h.seniority_zero_iff _).2 fun p => ?_⟩
  unfold num
  rw [← Matrix.mulVec_mulVec, ← Matrix.mulVec_mulVec]
  ext k
  fin_cases k <;> simp [oneOrbital, Matrix.mulVec, dotProduct, Fin.sum_univ_four]

end

end SenioritySinglet
```

```lean
#print axioms SenioritySinglet.IsCAR.singlet_of_seniority_zero
#print axioms SenioritySinglet.IsCAR.seniority_commute_spin
```

```
'SenioritySinglet.IsCAR.singlet_of_seniority_zero' depends on axioms: [propext, Classical.choice, Quot.sound]
'SenioritySinglet.IsCAR.seniority_commute_spin' depends on axioms: [propext, Classical.choice, Quot.sound]
```

Q: Suppose I weaken the anticommutation relations. What breaks?

A: Take one orbital and let up and down be the same mode:
$$a_\uparrow=a_\downarrow=\begin{pmatrix}0&1\\0&0\end{pmatrix}.$$
Every relation in `IsCAR` holds except $a_ia_j^\dagger+a_j^\dagger a_i=0$ for $i\neq j$, where the left side is now the identity. With $n$ the common number operator, $\Omega=2n-2n^2=0$, so every state has zero seniority. Yet $S_+=n$, which leaves the occupied state unchanged instead of annihilating it. Without that one relation, which expresses the orthogonality of the two spin orbitals, the singlet theorem is false.

Q: Where would I meet this in an electronic-structure calculation?

A: In doubly occupied configuration interaction, within a finite set of orbitals shared by both spins. For two electrons in two orbitals the trial state is
$$\psi=c_1|1{\uparrow}\,1{\downarrow}\rangle+c_2|2{\uparrow}\,2{\downarrow}\rangle.$$
Each determinant satisfies $n_{p\uparrow}\psi=n_{p\downarrow}\psi$, so $\psi$ is a singlet for any $c_1,c_2$, and the energy can be minimised over them without a spin constraint.

The condition can also be read from density matrices. For a normalised state with mean electron number $N$,
$$\langle\Omega\rangle=N-2\sum_p\langle n_{p\uparrow}n_{p\downarrow}\rangle,$$
and the sum runs over diagonal elements of the two-particle density matrix. If those pair occupations add up to $N/2$, the seniority is zero and the state is a singlet.
